# The Fourier transform of a cardinal B-spline is a power of the unit box's transform

When a point charge is smeared with a B-spline, as in particle-mesh methods, each of its Fourier components is multiplied by a factor whose modulus is below one at every nonzero wave number. An energy computed from the smeared charge inherits this weakening unless it is compensated. The factor is derived here for splines that start at the origin, for which it also contains a phase.

```lean
import Mathlib

open MeasureTheory

namespace CardinalSplineFourier

noncomputable section

/-- The average of a profile `f` over the unit window behind `x`: the integral of `f (x - t)`
over `t` from 0 to 1. -/
def unitAverage (f : ℝ → ℝ) (x : ℝ) : ℝ := ∫ t in (0:ℝ)..1, f (x - t)

/-- The cardinal B-splines, counted from zero: `cardinalSpline n` is `M_(n+1)`. The first is the
indicator of `[0,1)`, and each next one is the unit average of the one before. -/
def cardinalSpline : ℕ → ℝ → ℝ
  | 0 => (Set.Ico (0:ℝ) 1).indicator (fun _ => 1)
  | n + 1 => unitAverage (cardinalSpline n)

/-- The plane wave `exp(-iwx)` of wave number `w`. -/
def planeWave (w x : ℝ) : ℂ := Complex.exp (-(Complex.I * w) * x)

/-- The Fourier amplitude of a real profile: the integral of `f(x) exp(-iwx)` over the line. -/
def fourierAmplitude (f : ℝ → ℝ) (w : ℝ) : ℂ := ∫ x, (f x : ℂ) * planeWave w x

/-- The integral of the plane wave over the unit interval. -/
def boxFactor (w : ℝ) : ℂ := ∫ t in (0:ℝ)..1, planeWave w t

/-- A plane wave has modulus one everywhere. -/
theorem norm_planeWave (w x : ℝ) : ‖planeWave w x‖ = 1 := by
  have h : -(Complex.I * w) * x = ((-(w * x) : ℝ) : ℂ) * Complex.I := by
    push_cast
    ring
  rw [planeWave, h, Complex.norm_exp_ofReal_mul_I]

/-- The unit average of an integrable profile is integrable. -/
theorem integrable_unitAverage {f : ℝ → ℝ} (hf : Integrable f) :
    Integrable (unitAverage f) := by
  have hu : Integrable ((Set.Ioc (0:ℝ) 1).indicator (fun _ => (1:ℝ))) :=
    (integrable_indicator_iff measurableSet_Ioc).2 continuous_const.integrableOn_Ioc
  -- the unit average is the convolution with a box
  have h := hu.integrable_convolution (ContinuousLinearMap.mul ℝ ℝ) hf
  refine h.congr (Filter.Eventually.of_forall fun x => ?_)
  simp only [convolution, ContinuousLinearMap.mul_apply', unitAverage]
  rw [intervalIntegral.integral_of_le (zero_le_one : (0:ℝ) ≤ 1),
    ← integral_indicator measurableSet_Ioc]
  refine integral_congr_ae (Filter.Eventually.of_forall fun t => ?_)
  by_cases ht : t ∈ Set.Ioc (0:ℝ) 1
  · simp only [Set.indicator_of_mem ht, one_mul]
  · simp only [Set.indicator_of_notMem ht, zero_mul]

/-- Averaging an integrable profile over a unit window multiplies its Fourier amplitude by the
box factor. -/
theorem fourierAmplitude_unitAverage {f : ℝ → ℝ} (hf : Integrable f) (w : ℝ) :
    fourierAmplitude (unitAverage f) w = boxFactor w * fourierAmplitude f w := by
  have hc : Continuous (planeWave w) :=
    Complex.continuous_exp.comp (continuous_const.mul Complex.continuous_ofReal)
  have hu : Integrable ((Set.Ioc (0:ℝ) 1).indicator (planeWave w)) :=
    (integrable_indicator_iff measurableSet_Ioc).2 hc.integrableOn_Ioc
  have hfc : Integrable (fun x => (f x : ℂ)) := hf.ofReal
  have hv : Integrable (fun x => (f x : ℂ) * planeWave w x) :=
    hfc.mono (hfc.aestronglyMeasurable.mul hc.aestronglyMeasurable)
      (Filter.Eventually.of_forall fun x => by simp [norm_planeWave])
  -- Fubini: the integral of a convolution is the product of the integrals
  have h := integral_convolution (μ := volume) (ν := volume)
    (ContinuousLinearMap.mul ℝ ℂ) hu hv
  rw [ContinuousLinearMap.mul_apply', integral_indicator measurableSet_Ioc,
    ← intervalIntegral.integral_of_le (zero_le_one : (0:ℝ) ≤ 1)] at h
  refine Eq.trans ?_ h
  unfold fourierAmplitude
  refine integral_congr_ae (Filter.Eventually.of_forall fun x => ?_)
  simp only [convolution, ContinuousLinearMap.mul_apply', unitAverage]
  rw [← intervalIntegral.integral_ofReal, ← intervalIntegral.integral_mul_const,
    intervalIntegral.integral_of_le (zero_le_one : (0:ℝ) ≤ 1),
    ← integral_indicator measurableSet_Ioc]
  refine integral_congr_ae (Filter.Eventually.of_forall fun t => ?_)
  -- the plane wave at `x` splits into its values at `t` and `x - t`
  have hsplit : planeWave w x = planeWave w t * planeWave w (x - t) := by
    unfold planeWave
    rw [← Complex.exp_add]
    congr 1
    push_cast
    ring
  by_cases ht : t ∈ Set.Ioc (0:ℝ) 1
  · simp only [Set.indicator_of_mem ht]
    rw [hsplit]
    ring
  · simp only [Set.indicator_of_notMem ht, zero_mul]

/-- Every cardinal B-spline is integrable over the line. -/
theorem integrable_cardinalSpline (n : ℕ) : Integrable (cardinalSpline n) := by
  induction n with
  | zero =>
    exact (integrable_indicator_iff measurableSet_Ico).2
      (continuous_const.integrableOn_Icc.mono_set Set.Ico_subset_Icc_self)
  | succ n ih => exact integrable_unitAverage ih

/-- The Fourier amplitude of `M_(n+1)` is the `(n+1)`-th power of the box factor. -/
theorem fourierAmplitude_eq_boxFactor_pow (n : ℕ) (w : ℝ) :
    fourierAmplitude (cardinalSpline n) w = boxFactor w ^ (n + 1) := by
  induction n with
  | zero =>
    rw [zero_add, pow_one, boxFactor,
      intervalIntegral.integral_of_le (zero_le_one : (0:ℝ) ≤ 1),
      ← integral_Ico_eq_integral_Ioc, ← integral_indicator measurableSet_Ico]
    refine integral_congr_ae (Filter.Eventually.of_forall fun x => ?_)
    by_cases hx : x ∈ Set.Ico (0:ℝ) 1
    · simp only [cardinalSpline, Set.indicator_of_mem hx, Complex.ofReal_one, one_mul]
    · simp only [cardinalSpline, Set.indicator_of_notMem hx, Complex.ofReal_zero, zero_mul]
  | succ n ih =>
    change fourierAmplitude (unitAverage (cardinalSpline n)) w = _
    rw [fourierAmplitude_unitAverage (integrable_cardinalSpline n), ih]
    ring

/-- At nonzero wave number `w` the Fourier amplitude of the cardinal B-spline `M_(n+1)` is
`((1 - exp(-iw)) / (iw))^(n+1)`. -/
theorem fourierAmplitude_cardinalSpline (n : ℕ) {w : ℝ} (hw : w ≠ 0) :
    fourierAmplitude (cardinalSpline n) w =
      ((1 - Complex.exp (-(Complex.I * w))) / (Complex.I * w)) ^ (n + 1) := by
  have hc : -(Complex.I * (w : ℂ)) ≠ 0 :=
    neg_ne_zero.2 (mul_ne_zero Complex.I_ne_zero (Complex.ofReal_ne_zero.2 hw))
  rw [fourierAmplitude_eq_boxFactor_pow]
  congr 1
  simp only [boxFactor, planeWave]
  rw [integral_exp_mul_complex hc, Complex.ofReal_one, Complex.ofReal_zero, mul_one, mul_zero,
    Complex.exp_zero, div_neg, ← neg_div, neg_sub]

/-- At zero wave number the Fourier amplitude of every cardinal B-spline is one. -/
theorem fourierAmplitude_at_zero (n : ℕ) : fourierAmplitude (cardinalSpline n) 0 = 1 := by
  rw [fourierAmplitude_eq_boxFactor_pow]
  simp [boxFactor, planeWave]

/-- The Fourier amplitude of a cardinal B-spline vanishes exactly at the nonzero integer
multiples of `2π`. -/
theorem fourierAmplitude_eq_zero_iff (n : ℕ) (w : ℝ) :
    fourierAmplitude (cardinalSpline n) w = 0 ↔ ∃ k : ℤ, k ≠ 0 ∧ w = 2 * Real.pi * k := by
  constructor
  · intro h
    have hw : w ≠ 0 := by
      rintro rfl
      rw [fourierAmplitude_at_zero] at h
      exact one_ne_zero h
    rw [fourierAmplitude_cardinalSpline n hw] at h
    rcases div_eq_zero_iff.1 ((pow_eq_zero_iff (Nat.succ_ne_zero n)).1 h) with h2 | h2
    · obtain ⟨k, hk⟩ := Complex.exp_eq_one_iff.1 (sub_eq_zero.1 h2).symm
      have hwk : w = 2 * Real.pi * ((-k : ℤ) : ℝ) := by
        apply Complex.ofReal_injective
        push_cast
        apply mul_left_cancel₀ Complex.I_ne_zero
        linear_combination -hk
      refine ⟨-k, fun h0 => hw ?_, hwk⟩
      rw [hwk, h0]
      simp
    · exact absurd h2 (mul_ne_zero Complex.I_ne_zero (Complex.ofReal_ne_zero.2 hw))
  · rintro ⟨k, hk, rfl⟩
    have hw : 2 * Real.pi * (k : ℝ) ≠ 0 :=
      mul_ne_zero (mul_ne_zero two_ne_zero Real.pi_ne_zero) (Int.cast_ne_zero.2 hk)
    have he : Complex.exp (-(Complex.I * ((2 * Real.pi * (k : ℝ) : ℝ) : ℂ))) = 1 :=
      Complex.exp_eq_one_iff.2 ⟨-k, by push_cast; ring⟩
    rw [fourierAmplitude_cardinalSpline n hw, he]
    simp

/-- At every wave number the Fourier amplitude of `M_(n+1)` is the phase `exp(-iw(n+1)/2)` times
the `(n+1)`-th power of `sinc(w/2)`. -/
theorem fourierAmplitude_eq_phase_mul_sinc (n : ℕ) (w : ℝ) :
    fourierAmplitude (cardinalSpline n) w =
      Complex.exp (-(Complex.I * w * (n + 1) / 2)) * (Real.sinc (w / 2) : ℂ) ^ (n + 1) := by
  by_cases hw : w = 0
  · subst hw
    rw [fourierAmplitude_at_zero]
    simp
  have hw2 : w / 2 ≠ 0 := div_ne_zero hw two_ne_zero
  have hR : Real.sinc (w / 2) * w = 2 * Real.sin (w / 2) := by
    rw [Real.sinc_of_ne_zero hw2, div_mul_eq_mul_div, div_eq_iff hw2]
    ring
  have hs := congrArg Complex.ofReal hR
  push_cast at hs
  -- Euler's formula for the sine
  rw [Complex.sin, show -((w : ℂ) / 2) * Complex.I = -(Complex.I * w / 2) by ring,
    show (w : ℂ) / 2 * Complex.I = Complex.I * w / 2 by ring] at hs
  have hX : Complex.exp (-(Complex.I * w)) =
      Complex.exp (-(Complex.I * w / 2)) * Complex.exp (-(Complex.I * w / 2)) := by
    rw [← Complex.exp_add]
    congr 1
    ring
  have hE : Complex.exp (-(Complex.I * w / 2)) * Complex.exp (Complex.I * w / 2) = 1 := by
    rw [← Complex.exp_add, neg_add_cancel, Complex.exp_zero]
  have hbox : (1 - Complex.exp (-(Complex.I * w))) / (Complex.I * w) =
      Complex.exp (-(Complex.I * w / 2)) * (Real.sinc (w / 2) : ℂ) := by
    rw [div_eq_iff (mul_ne_zero Complex.I_ne_zero (Complex.ofReal_ne_zero.2 hw))]
    linear_combination -hX - Complex.exp (-(Complex.I * w / 2)) * Complex.I * hs - hE
      - Complex.exp (-(Complex.I * w / 2)) * (Complex.exp (-(Complex.I * w / 2))
        - Complex.exp (Complex.I * w / 2)) * Complex.I_sq
  rw [fourierAmplitude_cardinalSpline n hw, hbox, mul_pow, ← Complex.exp_nat_mul]
  congr 2
  push_cast
  ring

/-- At nonzero wave number the Fourier amplitude of `M_(n+1)` is at most `(2/|w|)^(n+1)` in
modulus. -/
theorem norm_fourierAmplitude_le (n : ℕ) {w : ℝ} (hw : w ≠ 0) :
    ‖fourierAmplitude (cardinalSpline n) w‖ ≤ (2 / |w|) ^ (n + 1) := by
  have h := norm_planeWave w 1
  rw [planeWave, Complex.ofReal_one, mul_one] at h
  have h2 : ‖1 - Complex.exp (-(Complex.I * w))‖ ≤ 2 := by
    have h3 := norm_sub_le (1 : ℂ) (Complex.exp (-(Complex.I * w)))
    rw [h, norm_one] at h3
    linarith
  rw [fourierAmplitude_cardinalSpline n hw, norm_pow]
  apply pow_le_pow_left₀ (norm_nonneg _)
  rw [norm_div, norm_mul, Complex.norm_I, one_mul, Complex.norm_real, Real.norm_eq_abs]
  exact div_le_div_of_nonneg_right h2 (abs_nonneg w)

end

end CardinalSplineFourier
```

```lean
#print axioms CardinalSplineFourier.fourierAmplitude_cardinalSpline
#print axioms CardinalSplineFourier.fourierAmplitude_eq_zero_iff
#print axioms CardinalSplineFourier.fourierAmplitude_eq_phase_mul_sinc
#print axioms CardinalSplineFourier.norm_fourierAmplitude_le
```

```
'CardinalSplineFourier.fourierAmplitude_cardinalSpline' depends on axioms: [propext, Classical.choice, Quot.sound]
'CardinalSplineFourier.fourierAmplitude_eq_zero_iff' depends on axioms: [propext, Classical.choice, Quot.sound]
'CardinalSplineFourier.fourierAmplitude_eq_phase_mul_sinc' depends on axioms: [propext, Classical.choice, Quot.sound]
'CardinalSplineFourier.norm_fourierAmplitude_le' depends on axioms: [propext, Classical.choice, Quot.sound]
```

## Splines, units and the range of the formula

The spline M_(n+1) is `cardinalSpline n`, with n = 0, 1, 2, …, so the count starts at the indicator of [0,1). Each `unitAverage` produces the next order:

M_(n+2)(x) = ∫₀¹ M_(n+1)(x − t) dt.

`fourierAmplitude f w` is the integral of f(x) exp(−iwx) over the real line, with no prefactor. Lengths are in grid spacings, so a physical wave number q on a mesh of spacing h corresponds to w = qh.

For real w ≠ 0, `fourierAmplitude_cardinalSpline` states that the amplitude of M_(n+1) is

((1 − exp(−iw)) / (iw))^(n+1).

At w = 0 it is 1 (`fourierAmplitude_at_zero`): smearing preserves the total charge. By `fourierAmplitude_eq_zero_iff`, the amplitude vanishes exactly at w = 2πk with k a nonzero integer, where a whole number of periods fits into one grid spacing.

Two further theorems give the same amplitude as exp(−iw(n+1)/2) sinc(w/2)^(n+1) for every real w, and bound its modulus by (2/|w|)^(n+1) for w ≠ 0. Here sinc(x) = sin(x)/x and sinc(0) = 1. The phase reflects the centre of the spline, which lies at (n+1)/2 and not at the origin.

In particle-mesh simulation this is the damping of a charge smeared in continuous space, in one dimension. It is not the sum over spline values at mesh nodes that appears in the smooth PME correction, and it does not include the aliasing caused by sampling.

## One factor for each average

Write F_n(w) for the amplitude of M_(n+1), and

B(w) = ∫₀¹ exp(−iwt) dt

for `boxFactor w`. Since M_1 is the unit box, F_0 = B. For the next order, split the plane wave as exp(−iwx) = exp(−iwt) exp(−iw(x − t)):

F_(n+1)(w) = ∫ dx ∫₀¹ dt exp(−iwt) M_(n+1)(x − t) exp(−iw(x − t)).

Exchange the integrals and put y = x − t:

F_(n+1)(w) = ∫₀¹ dt exp(−iwt) ∫ dy M_(n+1)(y) exp(−iwy) = B(w) F_n(w).

The exchange is allowed because the plane wave has modulus one and M_(n+1) is integrable. By induction, F_n(w) = B(w)^(n+1).

The Lean proof follows this route. `integrable_unitAverage` recognises the average as a convolution with a box, which preserves integrability, and `integrable_cardinalSpline` carries this through all orders. In `fourierAmplitude_unitAverage`, `hsplit` is the splitting of the plane wave, and `integral_convolution` supplies the exchange of integrals. The induction is `fourierAmplitude_eq_boxFactor_pow`; its base case also uses the fact that the integrals over [0,1) and (0,1] are equal, since single points do not contribute.

## Evaluating the box

For w ≠ 0 the elementary integral, `integral_exp_mul_complex` in the code, gives

B(w) = (exp(−iw) − 1)/(−iw) = (1 − exp(−iw))/(iw),

while B(0) = 1.

A zero of F_n therefore requires w ≠ 0 and exp(−iw) = 1, that is, w = 2πk with k ≠ 0. Conversely, each such w makes the numerator vanish. Lean obtains both directions from `Complex.exp_eq_one_iff`.

For the sinc form, take out half the phase:

1 − exp(−iw) = exp(−iw/2) (exp(iw/2) − exp(−iw/2)) = 2i exp(−iw/2) sin(w/2).

Dividing by iw gives B(w) = exp(−iw/2) sinc(w/2), and the (n+1)-th power follows. In the code, `hbox` is this identity, assembled by `linear_combination` from Euler's formula and products of exponentials; w = 0 is treated separately.

For the bound, the triangle inequality gives |1 − exp(−iw)| ≤ 2, and |iw| = |w|. Raising the quotient to the power n+1 completes `norm_fourierAmplitude_le`.

The smallest case, n = 0, is the box itself. At w = π its amplitude is 2/(iπ) = −2i/π, whose modulus 2/π equals the bound. At w = 2π one full period fits into the box and the integral cancels.
